# A real symmetric matrix with level gaps above 2‖N‖ keeps distinct real eigenvalues when a real matrix N is added

## Two levels and an antisymmetric coupling

Take levels d and −d, coupled by −c above the diagonal and c below it. The secular equation is

x² = d² − c².

For |c| < |d| there are two distinct real energies. They merge at zero when |c| = |d| and become an imaginary pair when |c| > |d|. The coupling matrix N satisfies NᵀN = c²·1, so its operator norm is ‖N‖ = |c|. Since the gap is 2|d|, the energies are real and distinct exactly when the gap exceeds 2‖N‖.

## Complex roots in EOM coupled cluster

The similarity-transformed Hamiltonian of coupled-cluster theory is not Hermitian, and its truncated EOM matrix can have complex eigenvalues. Write a finite real EOM matrix in an orthonormal basis as A + N, with A symmetric; N may be its antisymmetric part, or that part plus any real symmetric matrix. A complex energy then requires two eigenvalues of A at most 2‖N‖ apart, a narrow window only if N is small.

The condition is necessary, not sufficient: a symmetric N gives real energies whatever the gaps.

## Following the secular determinant

Let U be orthogonal with UᵀAU = D = diag(a_i). Replacing N by UᵀNU keeps its norm, and Uᵀ(A + N)U has the characteristic polynomial of A + N. So we may take A = D. Put r = ‖N‖ and assume |a_i − a_j| > 2r for i ≠ j.

**Every real eigenvalue is near a level.** If (D + N)v = xv with v ≠ 0, then (Nv)_i = (x − a_i)v_i. Were |x − a_i| > r for all i, we would have

‖Nv‖² = Σ_i (x − a_i)² v_i² > r² ‖v‖²,

which contradicts the definition of r. Hence |x − a_i| ≤ r for some i.

**Away from the levels the sign is kept.** Let p_t(x) = det(x − D − tN), and let |x − a_i| ≥ r for all i. If p_0(x) and p_1(x) had opposite signs, p_t(x) would vanish for some 0 ≤ t < 1. The previous step, applied to tN, gives r ≤ |x − a_i| ≤ tr for some i, so r = 0. But then N = 0 and p_0 = p_1, a contradiction. Thus p_0(x)p_1(x) ≥ 0.

**Each level has a root nearby.** If r = 0, take μ_i = a_i. Otherwise both points a_i ± r are at least r from every level, and

p_0(a_i − r) p_0(a_i + r) = −r² ∏_{k≠i} ((a_i − a_k)² − r²) < 0.

By the sign rule at both points, p_1(a_i − r)p_1(a_i + r) ≤ 0, so p_1 has a root μ_i with |μ_i − a_i| ≤ r.

**These are all the roots.** If μ_i = μ_j with i ≠ j, then |a_i − a_j| ≤ 2r, which is excluded. With n the number of levels, the monic polynomial p_1 has degree n and n distinct real roots, so

p_1(x) = ∏_i (x − μ_i).

This factorisation also holds over ℂ and leaves no room for a non-real root.

## What the theorems say

In `distinct_real_spectrum`, `hA` says that A is symmetric, and `hA.eigenvalues` lists its eigenvalues with multiplicity, so `hgap` excludes degeneracy. The conclusion supplies an injective real family `μ`, the bound on each shift and the complete factorisation.

`near_degeneracy_of_complex_energy` takes a non-zero complex right eigenvector with non-real eigenvalue `z`. It returns two different labels whose eigenvalues, possibly equal, are at most 2‖N‖ apart; it does not say that they lie near `z`. `two_level_sharp` is the opening example.

The matrices are finite and given: no cluster amplitudes are computed, and the gap condition is assumed.

In Lean 4 with Mathlib:

```lean
import Mathlib

open Matrix
open scoped Matrix.Norms.L2Operator

namespace EOMRealSpectrum

variable {n : Type*} [Fintype n] [DecidableEq n]

/-- A continuous real function whose values at the ends of an interval do not have the same
strict sign vanishes somewhere in the interval. -/
theorem exists_zero {f : ℝ → ℝ} (hf : Continuous f) {u v : ℝ} (huv : u ≤ v)
    (h : f u * f v ≤ 0) : ∃ t ∈ Set.Icc u v, f t = 0 := by
  rcases mul_nonpos_iff.1 h with h | h
  · exact intermediate_value_Icc' huv hf.continuousOn ⟨h.2, h.1⟩
  · exact intermediate_value_Icc huv hf.continuousOn ⟨h.1, h.2⟩

/-- A real eigenvalue of a diagonal matrix of levels plus a perturbation `N` lies within the
operator norm of `N` of some unperturbed level. -/
theorem level_shift_le {a v : n → ℝ} {N : Matrix n n ℝ} {x : ℝ} (hv : v ≠ 0)
    (h : (diagonal a + N) *ᵥ v = x • v) : ∃ i, |x - a i| ≤ ‖N‖ := by
  by_contra! hc
  have hN : ∀ i, (N *ᵥ v) i = (x - a i) * v i := fun i => by
    have := congrFun h i
    rw [Matrix.add_mulVec] at this
    simp only [Pi.add_apply, Matrix.mulVec_diagonal, Pi.smul_apply, smul_eq_mul] at this
    linear_combination this
  -- the operator norm bounds the length of `N v`
  have hle : ∑ i, (N *ᵥ v) i ^ 2 ≤ ‖N‖ ^ 2 * ∑ i, v i ^ 2 := by
    have h2 := pow_le_pow_left₀ (norm_nonneg _)
      (Matrix.l2_opNorm_mulVec N (WithLp.toLp 2 v)) 2
    rw [mul_pow, EuclideanSpace.norm_sq_eq, EuclideanSpace.norm_sq_eq] at h2
    simpa [Real.norm_eq_abs, sq_abs] using h2
  have hsq : ∀ i, ‖N‖ ^ 2 < (x - a i) ^ 2 := fun i => by
    rw [← sq_abs (x - a i)]
    exact pow_lt_pow_left₀ (hc i) (norm_nonneg _) two_ne_zero
  obtain ⟨k, hk⟩ := Function.ne_iff.1 hv
  have hk' : v k ≠ 0 := hk
  refine absurd hle (not_le_of_gt ?_)
  rw [Finset.mul_sum]
  refine Finset.sum_lt_sum (fun i _ => ?_) ⟨k, Finset.mem_univ k, ?_⟩
  · rw [hN, mul_pow]
    exact mul_le_mul_of_nonneg_right (hsq i).le (sq_nonneg _)
  · rw [hN, mul_pow]
    exact mul_lt_mul_of_pos_right (hsq k) (by positivity)

/-- At a real energy no closer than the operator norm of `N` to any unperturbed level, the secular
determinants with and without `N` do not have opposite signs. -/
theorem secular_sign (a : n → ℝ) (N : Matrix n n ℝ) (x : ℝ) (h : ∀ i, ‖N‖ ≤ |x - a i|) :
    0 ≤ (diagonal a).charpoly.eval x * (diagonal a + N).charpoly.eval x := by
  by_contra! hneg
  -- switch the perturbation on gradually
  obtain ⟨g, hg⟩ : ∃ g : ℝ → ℝ, ∀ t, g t = (scalar n x - (diagonal a + t • N)).det :=
    ⟨_, fun _ => rfl⟩
  have hcont : Continuous g := by
    rw [funext hg]
    simp only [Matrix.det_apply', Matrix.sub_apply, Matrix.add_apply, Matrix.smul_apply,
      smul_eq_mul]
    refine continuous_finsetSum _ fun σ _ => continuous_const.mul
      (continuous_finsetProd _ fun i _ => ?_)
    fun_prop
  have g0 : g 0 = (diagonal a).charpoly.eval x := by
    rw [hg, zero_smul, add_zero, Matrix.eval_charpoly]
  have g1 : g 1 = (diagonal a + N).charpoly.eval x := by
    rw [hg, one_smul, Matrix.eval_charpoly]
  rw [← g0, ← g1] at hneg
  obtain ⟨t, ht, hgt⟩ := exists_zero hcont zero_le_one hneg.le
  have ht1 : t < 1 := lt_of_le_of_ne ht.2 (by
    intro e
    rw [e] at hgt
    rw [hgt, mul_zero] at hneg
    exact lt_irrefl _ hneg)
  rw [hg] at hgt
  obtain ⟨v, hv, hker⟩ := Matrix.exists_mulVec_eq_zero_iff.2 hgt
  have heig : (diagonal a + t • N) *ᵥ v = x • v := by
    rw [Matrix.sub_mulVec, sub_eq_zero] at hker
    rw [← hker]
    ext i
    simp [Matrix.scalar_apply, Matrix.mulVec_diagonal]
  obtain ⟨i, hi⟩ := level_shift_le hv heig
  rw [norm_smul, Real.norm_of_nonneg ht.1] at hi
  -- a crossing before full strength is possible only if `N` vanishes
  have hN0 : ‖N‖ = 0 := le_antisymm (by nlinarith [h i]) (norm_nonneg N)
  have h01 : g 0 = g 1 := by rw [hg, hg, norm_eq_zero.1 hN0, smul_zero, smul_zero]
  rw [h01] at hneg
  exact absurd hneg (not_lt_of_ge (mul_self_nonneg _))

/-- If the unperturbed levels are more than twice the operator norm of `N` apart, then within that
norm of each level there is a real root of the perturbed secular equation. -/
theorem exists_level_near (a : n → ℝ) (N : Matrix n n ℝ)
    (hgap : ∀ i j, i ≠ j → 2 * ‖N‖ < |a i - a j|) (i : n) :
    ∃ μ : ℝ, |μ - a i| ≤ ‖N‖ ∧ (diagonal a + N).charpoly.eval μ = 0 := by
  have hD : ∀ x, (diagonal a).charpoly.eval x = ∏ k, (x - a k) := fun x => by
    rw [Matrix.eval_charpoly, Matrix.scalar_apply, Matrix.diagonal_sub, Matrix.det_diagonal]
  rcases (norm_nonneg N).eq_or_lt with h0 | hpos
  · refine ⟨a i, by simp, ?_⟩
    rw [norm_eq_zero.1 h0.symm, add_zero, hD]
    exact Finset.prod_eq_zero (Finset.mem_univ i) (sub_self _)
  have hfar : ∀ s : ℝ, |s| = ‖N‖ → ∀ k, ‖N‖ ≤ |a i + s - a k| := by
    intro s hs k
    by_cases hk : i = k
    · rw [← hk, show a i + s - a i = s by ring]
      exact hs.ge
    · have h1 := hgap i k hk
      have h2 := abs_sub_le (a i) (a i + s) (a k)
      rw [show a i - (a i + s) = -s by ring, abs_neg] at h2
      linarith
  have p1 := secular_sign a N (a i + -‖N‖) (hfar _ (by simp))
  have p2 := secular_sign a N (a i + ‖N‖) (hfar _ (by simp))
  -- only the factor of level `i` changes sign across the interval
  have hpq : (diagonal a).charpoly.eval (a i + -‖N‖) *
      (diagonal a).charpoly.eval (a i + ‖N‖) < 0 := by
    rw [hD, hD, ← Finset.prod_mul_distrib,
      ← Finset.mul_prod_erase Finset.univ _ (Finset.mem_univ i)]
    refine mul_neg_of_neg_of_pos (by nlinarith [mul_pos hpos hpos])
      (Finset.prod_pos fun k hk => ?_)
    have h1 := hgap i k (Finset.ne_of_mem_erase hk).symm
    have h2 := pow_lt_pow_left₀ (show ‖N‖ < |a i - a k| by linarith) hpos.le two_ne_zero
    rw [sq_abs] at h2
    nlinarith
  have hff : (diagonal a + N).charpoly.eval (a i + -‖N‖) *
      (diagonal a + N).charpoly.eval (a i + ‖N‖) ≤ 0 := by
    by_contra! h
    nlinarith [mul_nonneg p1 p2, mul_neg_of_neg_of_pos hpq h]
  obtain ⟨μ, hμ, hz⟩ := exists_zero (f := fun x => (diagonal a + N).charpoly.eval x)
    (Polynomial.continuous _) (by linarith) hff
  exact ⟨μ, abs_le.2 ⟨by linarith [hμ.1], by linarith [hμ.2]⟩, hz⟩

/-- If the eigenvalues of a real symmetric `A` are pairwise more than twice the operator norm of
the real matrix `N` apart, then `A + N` has a full set of distinct real eigenvalues, each within
that norm of its own eigenvalue of `A`. -/
theorem distinct_real_spectrum {A N : Matrix n n ℝ} (hA : A.IsHermitian)
    (hgap : ∀ i j, i ≠ j → 2 * ‖N‖ < |hA.eigenvalues i - hA.eigenvalues j|) :
    ∃ μ : n → ℝ, Function.Injective μ ∧ (∀ i, |μ i - hA.eigenvalues i| ≤ ‖N‖) ∧
      (A + N).charpoly = ∏ i, (Polynomial.X - Polynomial.C (μ i)) := by
  obtain ⟨U, hU⟩ : ∃ U : Matrix n n ℝ, U = hA.eigenvectorUnitary := ⟨_, rfl⟩
  have hU1 : star U * U = 1 := by
    rw [hU]; exact Matrix.mem_unitaryGroup_iff'.1 hA.eigenvectorUnitary.2
  have hU2 : U * star U = 1 := by
    rw [hU]; exact Matrix.mem_unitaryGroup_iff.1 hA.eigenvectorUnitary.2
  have hAU : A * U = U * diagonal hA.eigenvalues := by
    ext i j
    have := congrFun (hA.mulVec_eigenvectorBasis j) i
    rw [Matrix.mul_diagonal]
    simpa [hU, Matrix.mul_apply, Matrix.mulVec, dotProduct, mul_comm] using this
  -- pass to the eigenbasis of `A`, which keeps the norm and the characteristic polynomial
  have hnorm : ‖star U * N * U‖ = ‖N‖ := by
    rw [CStarRing.norm_mul_mem_unitary _ ⟨hU1, hU2⟩, CStarRing.norm_mem_unitary_mul _
      ⟨by rw [star_star]; exact hU2, by rw [star_star]; exact hU1⟩]
  have hsim : (diagonal hA.eigenvalues + star U * N * U).charpoly = (A + N).charpoly := by
    have : diagonal hA.eigenvalues + star U * N * U = star U * ((A + N) * U) := by
      rw [add_mul, mul_add, hAU, ← mul_assoc, hU1, one_mul, mul_assoc]
    rw [this, Matrix.charpoly_mul_comm, mul_assoc, hU2, mul_one]
  choose μ hμ hroot using exists_level_near hA.eigenvalues (star U * N * U)
    (by rw [hnorm]; exact hgap)
  rw [hnorm] at hμ
  rw [hsim] at hroot
  have hinj : Function.Injective μ := by
    intro i j hij
    by_contra hne
    have h1 := abs_sub_le (hA.eigenvalues i) (μ i) (hA.eigenvalues j)
    rw [abs_sub_comm _ (μ i)] at h1
    have h2 := hμ j
    rw [← hij] at h2
    linarith [hgap i j hne, hμ i]
  refine ⟨μ, hinj, hμ, ?_⟩
  -- as many distinct roots as the degree: the polynomial factors completely
  refine Polynomial.eq_of_monic_of_dvd_of_natDegree_le
    (Polynomial.monic_prod_of_monic _ _ fun i _ => Polynomial.monic_X_sub_C _)
    (Matrix.charpoly_monic _) ?_ ?_
  · exact Finset.prod_dvd_of_coprime
      (fun i _ j _ hij => Polynomial.pairwise_coprime_X_sub_C hinj hij)
      (fun i _ => Polynomial.dvd_iff_isRoot.2 (hroot i))
  · rw [Matrix.charpoly_natDegree_eq_dim,
      Polynomial.natDegree_prod_of_monic _ _ fun i _ => Polynomial.monic_X_sub_C _]
    simp

/-- If `A + N`, with `A` real symmetric and `N` real, has a non-real eigenvalue, then two
eigenvalues of `A` with different labels are at most twice the operator norm of `N` apart. -/
theorem near_degeneracy_of_complex_energy {A N : Matrix n n ℝ} (hA : A.IsHermitian)
    {z : ℂ} {v : n → ℂ} (hv : v ≠ 0) (hz : z.im ≠ 0)
    (h : (A + N).map Complex.ofRealHom *ᵥ v = z • v) :
    ∃ i j, i ≠ j ∧ |hA.eigenvalues i - hA.eigenvalues j| ≤ 2 * ‖N‖ := by
  by_contra! hc
  obtain ⟨μ, -, -, hμ⟩ := distinct_real_spectrum hA hc
  have hdet : (scalar n z - (A + N).map Complex.ofRealHom).det = 0 :=
    Matrix.exists_mulVec_eq_zero_iff.1 ⟨v, hv, by
      rw [Matrix.sub_mulVec, h, sub_eq_zero]
      ext i
      simp [Matrix.scalar_apply, Matrix.mulVec_diagonal]⟩
  rw [← Matrix.eval_charpoly, Matrix.charpoly_map, hμ, Polynomial.map_prod,
    Polynomial.eval_prod, Finset.prod_eq_zero_iff] at hdet
  obtain ⟨i, -, hi⟩ := hdet
  simp only [Polynomial.map_sub, Polynomial.map_X, Polynomial.map_C, Polynomial.eval_sub,
    Polynomial.eval_X, Polynomial.eval_C, sub_eq_zero] at hi
  apply hz
  rw [hi]
  exact Complex.ofReal_im _

/-- The antisymmetric coupling of strength `c` between two levels. -/
def antisymCoupling (c : ℝ) : Matrix (Fin 2) (Fin 2) ℝ := !![0, -c; c, 0]

/-- The operator norm of the antisymmetric two-level coupling is the modulus of its strength. -/
theorem norm_antisymCoupling (c : ℝ) : ‖antisymCoupling c‖ = |c| := by
  have h := CStarRing.norm_star_mul_self (x := antisymCoupling c)
  have hs : star (antisymCoupling c) * antisymCoupling c = (c ^ 2) • 1 := by
    rw [Matrix.star_eq_conjTranspose]
    ext i j
    fin_cases i <;> fin_cases j <;>
      simp [antisymCoupling, Matrix.mul_apply, Fin.sum_univ_succ, sq]
  rw [hs, norm_smul, CStarRing.norm_one, mul_one, Real.norm_eq_abs, abs_pow] at h
  exact (sq_eq_sq₀ (norm_nonneg _) (abs_nonneg _)).1 (by rw [h, sq])

/-- The factor two is sharp: levels `d` and `-d` with an antisymmetric coupling give two distinct
real energies exactly when their gap exceeds twice the operator norm of the coupling. -/
theorem two_level_sharp (d c : ℝ) :
    (∃ x y : ℝ, x ≠ y ∧ (diagonal ![d, -d] + antisymCoupling c).charpoly.eval x = 0 ∧
      (diagonal ![d, -d] + antisymCoupling c).charpoly.eval y = 0) ↔
    2 * ‖antisymCoupling c‖ < |d - (-d)| := by
  have hp : ∀ x, (diagonal ![d, -d] + antisymCoupling c).charpoly.eval x
      = x ^ 2 - (d ^ 2 - c ^ 2) := fun x => by
    rw [Matrix.eval_charpoly, Matrix.det_fin_two]
    simp [antisymCoupling, Matrix.scalar_apply]
    ring
  simp only [hp]
  rw [norm_antisymCoupling, show d - -d = 2 * d by ring, abs_mul, abs_two]
  constructor
  · rintro ⟨x, y, hxy, hx, hy⟩
    have hm : (x - y) * (x + y) = 0 := by linear_combination hx - hy
    have hs := (mul_eq_zero.1 hm).resolve_left (sub_ne_zero.2 hxy)
    have hx0 : x ≠ 0 := fun e => hxy (by linarith)
    have hx2 : 0 < x ^ 2 := by positivity
    have := sq_lt_sq.1 (show c ^ 2 < d ^ 2 by linarith)
    linarith
  · intro h
    have h2 : c ^ 2 < d ^ 2 := sq_lt_sq.2 (by linarith)
    have hr : 0 < √(d ^ 2 - c ^ 2) := Real.sqrt_pos.2 (by linarith)
    have hr2 : √(d ^ 2 - c ^ 2) ^ 2 = d ^ 2 - c ^ 2 := Real.sq_sqrt (by linarith)
    exact ⟨√(d ^ 2 - c ^ 2), -√(d ^ 2 - c ^ 2), fun e => by linarith,
      by linarith, by rw [neg_sq]; linarith⟩

end EOMRealSpectrum
```

```lean
#print axioms EOMRealSpectrum.distinct_real_spectrum
#print axioms EOMRealSpectrum.near_degeneracy_of_complex_energy
#print axioms EOMRealSpectrum.two_level_sharp
```

```
'EOMRealSpectrum.distinct_real_spectrum' depends on axioms: [propext, Classical.choice, Quot.sound]
'EOMRealSpectrum.near_degeneracy_of_complex_energy' depends on axioms: [propext, Classical.choice, Quot.sound]
'EOMRealSpectrum.two_level_sharp' depends on axioms: [propext, Classical.choice, Quot.sound]
```

## From the lemmas to the spectrum

`exists_zero` is the intermediate value theorem in product form. It is used twice: in t by `secular_sign`, whose function `g` is p_t(x) at fixed x, and in x by `exists_level_near`. The eigenvalue bound that `secular_sign` needs is `level_shift_le`.

`distinct_real_spectrum` changes basis through `hnorm` and `hsim`, then collects the roots with `choose`. Distinct linear factors are coprime, so their product divides the characteristic polynomial; equal degrees make the two monic polynomials equal. The complex criterion maps this factorisation to ℂ and reads off a real `z`.

For two levels, `norm_antisymCoupling` computes NᵀN, and `two_level_sharp` solves the quadratic.

## The norm selected by a scope

Mathlib gives matrices no default norm. The line `open scoped Matrix.Norms.L2Operator` makes `‖N‖` the operator norm for Euclidean vectors, that is, the largest singular value. It also supplies the C*-identity ‖NᵀN‖ = ‖N‖², from which the invariance under U in `hnorm` and the value |c| both follow. With the entrywise maximum norm, the change to the eigenbasis could alter `‖N‖`.
